# Null vectors of the metric decide whether a finite-dimensional Rayleigh quotient is bounded below

## Linearly dependent basis functions

Expanding a quantum state in non-orthogonal basis functions turns the variational principle into the minimisation of

R(x) = ⟨x, Hx⟩ / ⟨x, Sx⟩,

where x is the coefficient vector, H the Hamiltonian matrix and S the overlap matrix, or metric. If the basis functions are linearly dependent, S is singular: some nonzero z has Sz = 0. Adding a multiple of z to x leaves the denominator alone but may change the numerator.

If H and S are exact matrix elements over the same functions, z represents the zero function, so Hz = 0 and adding a multiple of z to x does not change R. If H contains approximated integrals or rounding errors, Hz need not vanish, and the variational energy may have no lower bound.

## The criterion

Let E be a finite-dimensional complex inner product space, H Hermitian, and S Hermitian, nonzero and positive semidefinite. Then R is bounded below on the vectors with ⟨x, Sx⟩ > 0 if and only if every z with Sz = 0 satisfies

- ⟨z, Hz⟩ ≥ 0, and
- if ⟨z, Hz⟩ = 0, then Hz = 0.

For linear variational calculations in electronic structure with a finite basis, this says which Hermitian errors in H leave the energy bounded below when the overlap matrix is singular. It does not say that the lowest energy is then accurate. If S is invertible, only z = 0 has to be tested and the condition holds.

## Moving along a null vector

Write q_A(x) = ⟨x, Ax⟩ for Hermitian A, with the inner product conjugate-linear in its first argument. For a complex number a,

q_A(y + az) = q_A(y) + 2 Re(ā⟨z, Ay⟩) + |a|² q_A(z).

If Az = 0, then ⟨z, Ay⟩ = ⟨Az, y⟩ = 0 and q_A(z) = 0, so q_A(y + az) = q_A(y).

Call q_S(x) the metric norm of x; it plays the part of a squared length. A null vector of S is a vector x with Sx = 0, and every vector of zero metric norm is one, as the following argument shows. Suppose q_S(x) = 0 but Sx ≠ 0. For real t,

q_S(x − tSx) = −2t‖Sx‖² + t² q_S(Sx),

which is negative for small t > 0, contradicting positivity. Hence Sy ≠ 0 implies q_S(y) > 0.

## Two ways to lose the lower bound

Let Sz = 0 and q_H(z) < 0. Choose y with Sy ≠ 0, which exists because S ≠ 0. For real t,

R(y + tz) = [q_H(y) + 2t Re⟨z, Hy⟩ + t² q_H(z)] / q_S(y),

and this tends to −∞ as t grows.

Now let Sz = 0 and q_H(z) = 0, but Hz ≠ 0. We need a y with Sy ≠ 0 and ⟨Hz, y⟩ ≠ 0. Start from any y₀ with Sy₀ ≠ 0.

- If ⟨Hz, y₀⟩ ≠ 0, take y = y₀.
- If ⟨Hz, y₀⟩ = 0 and S(Hz) ≠ 0, take y = Hz.
- If ⟨Hz, y₀⟩ = 0 and S(Hz) = 0, take y = y₀ + Hz.

Put w = ⟨z, Hy⟩ = ⟨Hz, y⟩ ≠ 0 and a = tw with t real. The quadratic term is absent, and

R(y + az) = [q_H(y) + 2t|w|²] / q_S(y).

The choice t = (r q_S(y) − q_H(y)) / (2|w|²) makes this equal to any prescribed real r. The quotient takes every real value. Losing the lower bound, in this way or in the first, is called variational collapse.

## One shift for all vectors

Conversely, assume the condition on null vectors. It suffices to find n with q_H + n q_S ≥ 0 everywhere, since then R ≥ −n.

Let N = ker H ∩ ker S, let K be the set of unit vectors in the orthogonal complement of N, and for n = 0, 1, 2, … let

U_n = {v : q_H(v) + n q_S(v) > 0}.

These sets are open, and they increase with n because q_S ≥ 0. They cover K. If v in K has q_S(v) > 0, a large enough n works. If q_S(v) = 0, then Sv = 0 and q_H(v) ≥ 0. Equality would give Hv = 0, so v would lie in N as well as in its orthogonal complement, forcing v = 0, which is not a unit vector. Hence q_H(v) > 0 and v lies in U_0.

K is compact, so a single U_n contains it. Any x splits as x = u + v with u in N and v orthogonal to N. The common null vector u changes neither q_H nor q_S. If v = 0, both vanish; otherwise v/‖v‖ lies in K, and multiplying by ‖v‖² gives q_H(x) + n q_S(x) > 0.

## Two levels, one of them without norm

The smallest space with a nonzero singular metric has dimension two. Number the components 0 and 1, and take

S = diag(1, 0), H = [[α, β], [β̄, δ]], with α and δ real.

For x = (1, s),

R(x) = α + 2 Re(βs) + δ|s|².

For δ > 0, completing the square gives the minimum α − |β|²/δ, which falls to −∞ as δ → 0⁺ with β ≠ 0 fixed. At δ = 0 the quotient is bounded only if β = 0, in agreement with the criterion for z = (0, 1). The file treats the case α = δ = 0, β = 1, where R(1, s) = 2 Re s.

## The Lean file

```lean
import Mathlib

open scoped InnerProductSpace

namespace SingularMetricRayleigh

noncomputable section

variable {E : Type*} [NormedAddCommGroup E] [InnerProductSpace ℂ E]

/-- The real part of `⟨x, A x⟩`, with no normalisation of `x`. -/
def quad (A : E →ₗ[ℂ] E) (x : E) : ℝ := (inner ℂ x (A x)).re

/-- The Rayleigh quotient `⟨x, H x⟩ / ⟨x, S x⟩` of a Hamiltonian `H` with metric `S`. -/
def rayleigh (H S : E →ₗ[ℂ] E) (x : E) : ℝ := quad H x / quad S x

/-- For symmetric `A`, the form `quad A` at `y + a z` is two diagonal terms plus an interference
term. -/
theorem quad_add_smul {A : E →ₗ[ℂ] E} (hA : A.IsSymmetric) (y z : E) (a : ℂ) :
    quad A (y + a • z) = quad A y + 2 * (starRingEnd ℂ a * inner ℂ z (A y)).re
      + Complex.normSq a * quad A z := by
  have h : inner ℂ y (A z) = starRingEnd ℂ (inner ℂ z (A y)) := by
    rw [inner_conj_symm]
    exact (hA y z).symm
  simp only [quad, map_add, map_smul, inner_add_left, inner_add_right, inner_smul_left,
    inner_smul_right]
  rw [h]
  simp only [Complex.add_re, Complex.add_im, Complex.mul_re, Complex.mul_im, Complex.conj_re,
    Complex.conj_im, Complex.normSq_apply]
  ring

/-- Adding a multiple of a null vector of a symmetric operator `A` leaves `quad A` unchanged. -/
theorem quad_add_null {A : E →ₗ[ℂ] E} (hA : A.IsSymmetric) (y : E) {z : E} (hz : A z = 0)
    (a : ℂ) : quad A (y + a • z) = quad A y := by
  have h : inner ℂ z (A y) = 0 := by
    rw [← hA z y, hz, inner_zero_left]
  have h' : quad A z = 0 := by
    unfold quad
    rw [hz, inner_zero_right, Complex.zero_re]
  rw [quad_add_smul hA, h, h', mul_zero, mul_zero, Complex.zero_re, mul_zero, add_zero, add_zero]

/-- For a positive semidefinite metric, a vector of zero metric norm is a null vector. -/
theorem null_of_quad_eq_zero {S : E →ₗ[ℂ] E} (hS : S.IsSymmetric) (hpos : ∀ x, 0 ≤ quad S x)
    {x : E} (hx : quad S x = 0) : S x = 0 := by
  by_contra hne
  have hn : (inner ℂ (S x) (S x)).re = ‖S x‖ ^ 2 := inner_self_eq_norm_sq (𝕜 := ℂ) (S x)
  have hnpos : 0 < ‖S x‖ ^ 2 := pow_pos (norm_pos_iff.mpr hne) 2
  have hq := hpos (S x)
  -- a small step against `S x` would make the metric norm negative
  obtain ⟨t, ht⟩ : ∃ t : ℝ, t * (quad S (S x) + 1) = ‖S x‖ ^ 2 :=
    ⟨‖S x‖ ^ 2 / (quad S (S x) + 1), div_mul_cancel₀ _ (by linarith)⟩
  have htne : t ≠ 0 := by
    rintro rfl
    linarith
  have h := hpos (x + ((-t : ℝ) : ℂ) • S x)
  rw [quad_add_smul hS, hx, Complex.conj_ofReal, Complex.re_ofReal_mul, hn,
    Complex.normSq_ofReal] at h
  have ht2 : 0 < t ^ 2 := by positivity
  have h3 : 0 + 2 * (-t * ‖S x‖ ^ 2) + -t * -t * quad S (S x)
      = -(t ^ 2 * (quad S (S x) + 2)) := by
    linear_combination (2 * t) * ht
  have h4 : 0 < t ^ 2 * (quad S (S x) + 2) := mul_pos ht2 (by linarith)
  linarith

/-- Variational collapse: if a null vector `z` of a nonzero positive semidefinite metric has `⟨z, H
z⟩ = 0` but `H z ≠ 0`, the Rayleigh quotient takes every real value. -/
theorem variational_collapse {H S : E →ₗ[ℂ] E} (hH : H.IsSymmetric) (hS : S.IsSymmetric)
    (hpos : ∀ x, 0 ≤ quad S x) (hne : S ≠ 0) {z : E} (hSz : S z = 0) (hz : quad H z = 0)
    (hHz : H z ≠ 0) (r : ℝ) : ∃ x, 0 < quad S x ∧ rayleigh H S x = r := by
  obtain ⟨y₀, hy₀⟩ : ∃ y, S y ≠ 0 := by
    by_contra! h
    exact hne (LinearMap.ext fun x => by simpa using h x)
  -- a vector outside the null space that couples to `z` through `H`
  obtain ⟨y, hy, hc⟩ : ∃ y, S y ≠ 0 ∧ inner ℂ (H z) y ≠ 0 := by
    by_cases h1 : inner ℂ (H z) y₀ = 0
    · by_cases h2 : S (H z) = 0
      · refine ⟨y₀ + H z, by rwa [map_add, h2, add_zero], ?_⟩
        rw [inner_add_right, h1, zero_add]
        exact inner_self_ne_zero.mpr hHz
      · exact ⟨H z, h2, inner_self_ne_zero.mpr hHz⟩
    · exact ⟨y₀, hy₀, h1⟩
  have hs : 0 < quad S y :=
    lt_of_le_of_ne (hpos y) fun h => hy (null_of_quad_eq_zero hS hpos h.symm)
  rw [hH z y] at hc
  generalize hw : inner ℂ z (H y) = w at hc
  have hm : Complex.normSq w ≠ 0 := fun h => hc (Complex.normSq_eq_zero.mp h)
  -- the interference term is linear in the amplitude of `z`, so it can be tuned freely
  obtain ⟨t, ht⟩ : ∃ t : ℝ, 2 * (t * Complex.normSq w) = r * quad S y - quad H y :=
    ⟨(r * quad S y - quad H y) / (2 * Complex.normSq w), by field_simp⟩
  have hre : (starRingEnd ℂ ((t : ℂ) * w) * w).re = t * Complex.normSq w := by
    simp only [map_mul, Complex.conj_ofReal, Complex.mul_re, Complex.mul_im, Complex.ofReal_re,
      Complex.ofReal_im, Complex.conj_re, Complex.conj_im, Complex.normSq_apply]
    ring
  refine ⟨y + ((t : ℂ) * w) • z, by rwa [quad_add_null hS y hSz], ?_⟩
  unfold rayleigh
  rw [quad_add_null hS y hSz, quad_add_smul hH, hw, hre, hz, div_eq_iff hs.ne']
  linarith

/-- In finite dimension, if every null vector `z` of a positive semidefinite metric `S` has `⟨z, H
z⟩ ≥ 0`, with equality only if `H z = 0`, then `H + c S` is positive semidefinite for some real `c`.
-/
theorem exists_shift_nonneg [FiniteDimensional ℂ E] {H S : E →ₗ[ℂ] E} (hH : H.IsSymmetric)
    (hS : S.IsSymmetric) (hpos : ∀ x, 0 ≤ quad S x)
    (hker : ∀ z, S z = 0 → 0 ≤ quad H z ∧ (quad H z = 0 → H z = 0)) :
    ∃ c : ℝ, ∀ x, 0 ≤ quad H x + c * quad S x := by
  have : ProperSpace E := FiniteDimensional.proper ℂ E
  have hcont : ∀ A : E →ₗ[ℂ] E, Continuous (quad A) := fun A =>
    Complex.continuous_re.comp ((continuous_inner (𝕜 := ℂ) (E := E)).comp
      (continuous_id.prodMk A.continuous_of_finiteDimensional))
  let N : Submodule ℂ E := LinearMap.ker H ⊓ LinearMap.ker S
  let U : ℕ → Set E := fun n => {w | 0 < quad H w + (n : ℝ) * quad S w}
  have hK : IsCompact (Metric.sphere (0 : E) 1 ∩ (Nᗮ : Set E)) :=
    (isCompact_sphere (0 : E) 1).inter_right (Nᗮ).closed_of_finiteDimensional
  have hopen : ∀ n, IsOpen (U n) := fun n =>
    isOpen_lt continuous_const ((hcont H).add (continuous_const.mul (hcont S)))
  have hmono : ∀ a b : ℕ, a ≤ b → U a ⊆ U b := by
    intro a b hab w hw
    have h1 : (a : ℝ) ≤ b := by exact_mod_cast hab
    have h2 := mul_le_mul_of_nonneg_right h1 (hpos w)
    change 0 < quad H w + (a : ℝ) * quad S w at hw
    change 0 < quad H w + (b : ℝ) * quad S w
    linarith
  have hcover : Metric.sphere (0 : E) 1 ∩ (Nᗮ : Set E) ⊆ ⋃ n, U n := by
    rintro w ⟨hw1, hwN⟩
    rw [Set.mem_iUnion]
    rcases (hpos w).eq_or_lt with h0 | h0
    · have hSw := null_of_quad_eq_zero hS hpos h0.symm
      refine ⟨0, ?_⟩
      change 0 < quad H w + ((0 : ℕ) : ℝ) * quad S w
      rw [← h0, mul_zero, add_zero]
      refine lt_of_le_of_ne (hker w hSw).1 fun h => ?_
      have hmem : w ∈ N := ⟨(hker w hSw).2 h.symm, hSw⟩
      have hw0 : w = 0 :=
        inner_self_eq_zero.mp ((Submodule.mem_orthogonal N w).mp hwN w hmem)
      rw [hw0] at hw1
      simp at hw1
    · obtain ⟨n, hn⟩ := exists_nat_gt (-quad H w / quad S w)
      rw [div_lt_iff₀ h0] at hn
      refine ⟨n, ?_⟩
      change 0 < quad H w + (n : ℝ) * quad S w
      linarith
  -- compactness selects one shift for all unit vectors orthogonal to `N`
  obtain ⟨n, hn⟩ := hK.elim_directed_cover U hopen hcover
    fun a b => ⟨max a b, hmono _ _ (le_max_left a b), hmono _ _ (le_max_right a b)⟩
  refine ⟨n, fun x => ?_⟩
  obtain ⟨u, hu, w, hw, rfl⟩ := N.exists_add_mem_mem_orthogonal x
  have hsplit : u + w = w + (1 : ℂ) • u := by rw [one_smul, add_comm]
  rw [hsplit, quad_add_null hH w hu.1, quad_add_null hS w hu.2]
  by_cases hw0 : w = 0
  · simp [hw0, quad]
  have hscale : ∀ (A : E →ₗ[ℂ] E), A.IsSymmetric → ∀ a : ℂ,
      quad A (a • w) = Complex.normSq a * quad A w := by
    intro A hA a
    have h := quad_add_smul hA 0 w a
    simpa [quad] using h
  have hunit : ‖((‖w‖ : ℂ)⁻¹) • w‖ = 1 := by
    rw [norm_smul, norm_inv, Complex.norm_real, norm_norm,
      inv_mul_cancel₀ (norm_ne_zero_iff.mpr hw0)]
  have h : 0 < quad H (((‖w‖ : ℂ)⁻¹) • w) + (n : ℝ) * quad S (((‖w‖ : ℂ)⁻¹) • w) :=
    hn ⟨by rw [mem_sphere_zero_iff_norm]; exact hunit, (Nᗮ).smul_mem _ hw⟩
  rw [hscale H hH, hscale S hS] at h
  by_contra! hneg
  nlinarith [mul_nonneg (Complex.normSq_nonneg ((‖w‖ : ℂ)⁻¹)) (neg_nonneg.mpr hneg.le)]

/-- Boundedness criterion in finite dimension: for a nonzero positive semidefinite metric `S`, the
Rayleigh quotient is bounded below on the vectors with `⟨x, S x⟩ > 0` exactly when every null vector
`z` of `S` has `⟨z, H z⟩ ≥ 0`, with equality only if `H z = 0`. -/
theorem rayleigh_bddBelow_iff [FiniteDimensional ℂ E] {H S : E →ₗ[ℂ] E} (hH : H.IsSymmetric)
    (hS : S.IsSymmetric) (hpos : ∀ x, 0 ≤ quad S x) (hne : S ≠ 0) :
    (∃ c : ℝ, ∀ x, 0 < quad S x → c ≤ rayleigh H S x) ↔
      ∀ z, S z = 0 → 0 ≤ quad H z ∧ (quad H z = 0 → H z = 0) := by
  constructor
  · rintro ⟨c, hc⟩ z hSz
    constructor
    · by_contra! hz
      obtain ⟨y, hy⟩ : ∃ y, S y ≠ 0 := by
        by_contra! h
        exact hne (LinearMap.ext fun x => by simpa using h x)
      have hs : 0 < quad S y :=
        lt_of_le_of_ne (hpos y) fun h => hy (null_of_quad_eq_zero hS hpos h.symm)
      -- along `y + t z` the metric norm is fixed while the energy is a concave parabola
      have key : ∀ t : ℝ, c * quad S y ≤
          quad H y + 2 * (t * (inner ℂ z (H y)).re) + t * t * quad H z := by
        intro t
        have h := hc (y + (t : ℂ) • z) (by rwa [quad_add_null hS y hSz])
        unfold rayleigh at h
        rwa [quad_add_null hS y hSz, le_div_iff₀ hs, quad_add_smul hH, Complex.conj_ofReal,
          Complex.re_ofReal_mul, Complex.normSq_ofReal] at h
      have h0 := key 0
      obtain ⟨u, hu⟩ : ∃ u : ℝ, u * (-quad H z) = quad H y - c * quad S y :=
        ⟨(quad H y - c * quad S y) / (-quad H z), div_mul_cancel₀ _ (by linarith)⟩
      have hu0 : 0 ≤ u := by
        by_contra! hlt
        have := mul_neg_of_neg_of_pos hlt (neg_pos.mpr hz)
        linarith
      have h1 := key (u + 1)
      have h2 := key (-(u + 1))
      have h3 : 0 < (u * u + u + 1) * (-quad H z) := mul_pos (by positivity) (by linarith)
      linarith
    · intro hz
      by_contra hHz
      obtain ⟨x, hx, hr⟩ := variational_collapse hH hS hpos hne hSz hz hHz (c - 1)
      have := hc x hx
      linarith
  · intro hker
    obtain ⟨c, hc⟩ := exists_shift_nonneg hH hS hpos hker
    refine ⟨-c, fun x hx => ?_⟩
    unfold rayleigh
    rw [le_div_iff₀ hx]
    linarith [hc x]

/-- The two-level Hamiltonian that exchanges the two amplitudes. -/
def exchange : EuclideanSpace ℂ (Fin 2) →ₗ[ℂ] EuclideanSpace ℂ (Fin 2) where
  toFun x := !₂[x 1, x 0]
  map_add' x y := by ext i; fin_cases i <;> simp
  map_smul' a x := by ext i; fin_cases i <;> simp

/-- The singular two-level metric that keeps only the first amplitude. -/
def firstLevel : EuclideanSpace ℂ (Fin 2) →ₗ[ℂ] EuclideanSpace ℂ (Fin 2) where
  toFun x := !₂[x 0, 0]
  map_add' x y := by ext i; fin_cases i <;> simp
  map_smul' a x := by ext i; fin_cases i <;> simp

/-- The exchange Hamiltonian, the first-level metric and the second basis vector satisfy all
hypotheses of `variational_collapse`. -/
theorem variational_collapse_witness :
    exchange.IsSymmetric ∧ firstLevel.IsSymmetric ∧ (∀ x, 0 ≤ quad firstLevel x) ∧
      firstLevel ≠ 0 ∧ firstLevel !₂[0, 1] = 0 ∧ quad exchange !₂[0, 1] = 0 ∧
      exchange !₂[0, 1] ≠ 0 := by
  refine ⟨fun x y => ?_, fun x y => ?_, fun x => ?_, fun h => ?_, ?_, ?_, fun h => ?_⟩
  · simp [exchange, PiLp.inner_apply, Fin.sum_univ_two]
    ring
  · simp [firstLevel, PiLp.inner_apply, Fin.sum_univ_two]
  · have h : quad firstLevel x = (x 0).re * (x 0).re + (x 0).im * (x 0).im := by
      simp [quad, firstLevel, PiLp.inner_apply, Fin.sum_univ_two, Complex.mul_re]
    rw [h]
    nlinarith [mul_self_nonneg (x 0).re, mul_self_nonneg (x 0).im]
  · have h1 := congrArg (fun v : EuclideanSpace ℂ (Fin 2) => v 0)
      (LinearMap.congr_fun h !₂[1, 0])
    simp [firstLevel] at h1
  · ext i
    fin_cases i <;> simp [firstLevel]
  · simp [quad, exchange, PiLp.inner_apply, Fin.sum_univ_two]
  · have h1 := congrArg (fun v : EuclideanSpace ℂ (Fin 2) => v 0) h
    simp [exchange] at h1

end

end SingularMetricRayleigh
```

```lean
#print axioms SingularMetricRayleigh.rayleigh_bddBelow_iff
```

```
'SingularMetricRayleigh.rayleigh_bddBelow_iff' depends on axioms: [propext, Classical.choice, Quot.sound]
```

## What the Lean statements say

`quad A x` is q_A(x), the real part of `inner ℂ x (A x)`; for symmetric A the inner product is already real. The vector is not normalised, so `quad H x` is an energy expectation value only after division by the squared norm, which `rayleigh H S x` takes from the metric. Hermiticity is `IsSymmetric`, and positive semidefiniteness of S is that together with `hpos`. The collapse theorem, the shift theorem and the criterion all assume that H is Hermitian (`hH`), although their docstrings do not say so.

In `rayleigh_bddBelow_iff`, the left side asks for one real c below the quotient at every x with `0 < quad S x`. The right side is the condition on null vectors. The hypothesis `hne : S ≠ 0` ensures that there are admissible trial vectors; for S = 0 the left side would hold vacuously, whatever H is.

The theorem gives neither the value of the lowest energy nor a minimiser. Finite dimension is used only for the converse direction, in `exists_shift_nonneg`. `variational_collapse` needs no such assumption, but its operators are defined on all of E. If E is a complete infinite-dimensional space, a symmetric operator defined everywhere is bounded, which leaves out the usual unbounded Hamiltonians.

## How the proof runs

`quad_add_smul` is the expansion in a superposition, and `quad_add_null` its special case for null vectors. `null_of_quad_eq_zero` makes the small step explicit: with t = ‖Sx‖²/(q_S(Sx) + 1), the metric norm of x − tSx becomes −t²(q_S(Sx) + 2), which is negative.

`variational_collapse` follows the three-way choice of y through nested `by_cases`, then solves the linear equation for t.

In `exists_shift_nonneg`, `hcover` proves that the sets `U n` cover K, and `hmono` that they increase. `elim_directed_cover` then extracts the single n. The decomposition of x comes from `exists_add_mem_mem_orthogonal`, and `hscale` carries the inequality from the unit vector back to its multiple.

The main theorem replaces the limit t → ∞ by three evaluations. Assuming a bound c and q_H(z) < 0, it defines u by

u(−q_H(z)) = q_H(y) − c q_S(y).

The bound at t = 0 gives u ≥ 0. Adding the bounds at t = u + 1 and t = −(u + 1) cancels the linear term and leaves (u² + u + 1) q_H(z) ≥ 0, a contradiction. The case q_H(z) = 0 with Hz ≠ 0 is excluded by the collapse theorem with r = c − 1. The converse takes the shift from `exists_shift_nonneg` and uses its negative as the lower bound.

`variational_collapse_witness` checks by components that `exchange`, `firstLevel` and the vector (0, 1) satisfy the hypotheses of the collapse theorem.
